# Kramers–Wannier duality puts a lone positive-coupling singularity at ½ log(1 + √2)

The free energy of the square-lattice Ising model is represented here by an arbitrary real function f that obeys a duality relation, and not by the limit of a lattice partition function. The coupling is a real number K = J/(k_B T), where each nearest-neighbour bond, counted once, between spins s, s′ = ±1 has energy −J s s′ with J > 0, and f(K) stands for log Z per site, without the factor −k_B T. The dual coupling and the self-dual coupling are explicit formulas:

K* = −(1/2) log tanh K

K_s = (1/2) log(1 + √2) ≈ 0.4407

For K > 0, the dual K* is positive, sinh 2K · sinh 2K* = 1, K** = K, and K* = K exactly when K = K_s. If f obeys the duality relation and fails to be n times continuously differentiable at exactly one positive coupling, that coupling is K_s. For the isotropic, zero-field model on the infinite square lattice, this gives a reference coupling for Monte Carlo work, provided that the free energy has a single singularity at K > 0.

## From bond weights to the self-dual point

Let K > 0. Then 0 < sinh K < cosh K, so 0 < tanh K < 1 and log tanh K < 0. Hence K* > 0, and the definition of K* gives

exp(−2K*) = tanh K.

The right side is the weight of a bond in the high-temperature expansion at K. The left side is the weight of a domain-wall bond in the low-temperature expansion at K*. Inserting it and its inverse into the definition of sinh gives

sinh 2K* = (1/2)(cosh K / sinh K − sinh K / cosh K)
= (cosh² K − sinh² K) / (2 sinh K cosh K)
= 1 / sinh 2K.

This is the product relation. It also determines the dual: if sinh 2K · sinh 2L = 1, then sinh 2L = sinh 2K*, and L = K* because sinh is injective. The relation is symmetric in its two couplings, so K is the dual of K*, that is, K** = K.

At a fixed point sinh² 2K = 1, and sinh 2K > 0 leaves sinh 2K = 1. To solve this, note that exp(2K_s) = 1 + √2 and exp(−2K_s) = √2 − 1, so

sinh 2K_s = (1/2)[(1 + √2) − (√2 − 1)] = 1.

Injectivity makes K_s the only solution. Conversely, sinh 2K_s = 1 satisfies the product relation with L = K = K_s, so K_s is its own dual. Since sinh 2K and sinh 2K* are positive with product 1, one is below 1 exactly when the other is above 1. Duality therefore exchanges the couplings below and above K_s.

## Where a single singularity must lie

The duality relation for f is

f(K) = f(K*) + log sinh 2K for all K > 0.

In physical terms, both expansions sum over the same closed polygons. Their prefactors per site are 2 cosh² K at high temperature and exp(2K*) at low temperature, with ratio 2 cosh² K · tanh K = sinh 2K.

Suppose that f is n times continuously differentiable at K₀*. The maps K ↦ K* and K ↦ log sinh 2K are smooth for K > 0, so the right side of the relation is n times continuously differentiable at K₀, and so is f. Read backwards, a singularity at K₀ forces one at K₀*. If there is only one, then K₀* = K₀, and K₀ = K_s.

## The couplings in Lean

```lean
import Mathlib

open Real

namespace KramersWannier

noncomputable section
```

The dual coupling is a function on all real numbers, and the theorems restrict its argument to K > 0 where they need to.

```lean
/-- The dual coupling `K* = -(1/2) log tanh K` of a coupling `K > 0`. -/
def dualCoupling (K : ℝ) : ℝ := -(1 / 2) * Real.log (Real.tanh K)
```

The second definition is K_s.

```lean
/-- The coupling `(1/2) log (1 + √2)`. -/
def selfDualCoupling : ℝ := 1 / 2 * Real.log (1 + √2)
```

The duality relation is a predicate on functions. `ObeysDuality f` is a hypothesis about f: the polygon expansions and the thermodynamic limit behind it are not constructed.

```lean
/-- The duality relation `f(K) = f(K*) + log sinh 2K` for all `K > 0`, where `f` stands for
the logarithm of the partition function per site on the square lattice. -/
def ObeysDuality (f : ℝ → ℝ) : Prop :=
  ∀ K, 0 < K → f K = f (dualCoupling K) + Real.log (Real.sinh (2 * K))
```

The first lemma matches the bond weights. It writes tanh as sinh/cosh to see that it is positive, after which `Real.exp_log` undoes the logarithm.

```lean
/-- For `K > 0`, the low-temperature bond weight `exp (-2K*)` at the dual coupling equals the
high-temperature bond weight `tanh K`. -/
theorem exp_neg_two_dual {K : ℝ} (hK : 0 < K) :
    Real.exp (-(2 * dualCoupling K)) = Real.tanh K := by
  have ht : 0 < Real.tanh K := by
    rw [Real.tanh_eq_sinh_div_cosh]
    exact div_pos (Real.sinh_pos_iff.2 hK) (Real.cosh_pos K)
  have h : -(2 * dualCoupling K) = Real.log (Real.tanh K) := by
    unfold dualCoupling
    ring
  rw [h, Real.exp_log ht]
```

Positivity of K* follows by writing tanh K < 1 as exp(−2K*) < exp 0 and comparing exponents.

```lean
/-- The dual of a positive coupling is positive. -/
theorem dual_pos {K : ℝ} (hK : 0 < K) : 0 < dualCoupling K := by
  have h1 : Real.tanh K < 1 := by
    rw [Real.tanh_eq_sinh_div_cosh, div_lt_one (Real.cosh_pos K)]
    exact Real.sinh_lt_cosh K
  rw [← exp_neg_two_dual hK, ← Real.exp_zero, Real.exp_lt_exp] at h1
  linarith
```

For the product relation, `h` and `h'` supply exp(−2K*) and exp(2K*) as ratios of hyperbolic functions. The equation `e` is the cancellation of denominators shown above, and `Real.cosh_sq` finishes it.

```lean
/-- A coupling `K > 0` and its dual satisfy `sinh 2K sinh 2K* = 1`. -/
theorem sinh_mul_sinh_dual {K : ℝ} (hK : 0 < K) :
    Real.sinh (2 * K) * Real.sinh (2 * dualCoupling K) = 1 := by
  have hs : Real.sinh K ≠ 0 := (Real.sinh_pos_iff.2 hK).ne'
  have hc : Real.cosh K ≠ 0 := (Real.cosh_pos K).ne'
  have h := exp_neg_two_dual hK
  rw [Real.tanh_eq_sinh_div_cosh] at h
  have h' : Real.exp (2 * dualCoupling K) = Real.cosh K / Real.sinh K := by
    rw [← inv_div, ← h, Real.exp_neg, inv_inv]
  rw [Real.sinh_two_mul K, Real.sinh_eq (2 * dualCoupling K), h, h']
  have e : 2 * Real.sinh K * Real.cosh K *
      ((Real.cosh K / Real.sinh K - Real.sinh K / Real.cosh K) / 2)
      = Real.cosh K ^ 2 - Real.sinh K ^ 2 := by
    field_simp
  rw [e, Real.cosh_sq]
  ring
```

The next lemma says that the product relation characterises the dual. L may be any real number here. The forward direction cancels the nonzero factor sinh 2K and applies `Real.sinh_injective`.

```lean
/-- For `K > 0`, the relation `sinh 2K sinh 2L = 1` holds exactly when `L` is the dual
coupling of `K`. -/
theorem sinh_mul_sinh_eq_one_iff {K L : ℝ} (hK : 0 < K) :
    Real.sinh (2 * K) * Real.sinh (2 * L) = 1 ↔ L = dualCoupling K := by
  constructor
  · intro h
    have hs : Real.sinh (2 * K) ≠ 0 := (Real.sinh_pos_iff.2 (by linarith)).ne'
    have h2 := Real.sinh_injective
      (mul_left_cancel₀ hs (h.trans (sinh_mul_sinh_dual hK).symm))
    linarith
  · rintro rfl
    exact sinh_mul_sinh_dual hK
```

The equation sinh 2K = 1 is solved by checking the explicit value, with `hinv` recording that 1/(1 + √2) = √2 − 1, and then using injectivity again.

```lean
/-- The condition `sinh 2K = 1` holds exactly at `K = (1/2) log (1 + √2)`. -/
theorem sinh_eq_one_iff {K : ℝ} : Real.sinh (2 * K) = 1 ↔ K = selfDualCoupling := by
  have hc : Real.sinh (2 * selfDualCoupling) = 1 := by
    have hr : √2 ^ 2 = (2 : ℝ) := Real.sq_sqrt (by norm_num)
    have hinv : (1 + √2)⁻¹ = √2 - 1 :=
      inv_eq_of_mul_eq_one_right (by linear_combination hr)
    have h2 : 2 * selfDualCoupling = Real.log (1 + √2) := by
      unfold selfDualCoupling
      ring
    rw [h2, Real.sinh_eq, Real.exp_neg, Real.exp_log (by positivity), hinv]
    ring
  constructor
  · intro h
    have h2 := Real.sinh_injective (h.trans hc.symm)
    linarith
  · rintro rfl
    exact hc
```

The theorem on couplings collects these results. Its first part says that K_s is positive. The remaining four hold for every K > 0: positivity of the dual, the product relation, the involution and the fixed-point condition. The involution comes from reading the product relation with its factors exchanged. For the fixed point, `mul_self_eq_one_iff` offers sinh 2K = 1 or sinh 2K = −1, and positivity excludes the second.

```lean
/-- Kramers-Wannier duality of couplings: on `K > 0` the dual coupling is positive, satisfies
`sinh 2K sinh 2K* = 1`, has `K` as its own dual, and equals `K` exactly at the positive coupling
`(1/2) log (1 + √2)`. -/
theorem kramers_wannier : 0 < selfDualCoupling ∧ ∀ K, 0 < K →
    0 < dualCoupling K ∧
    Real.sinh (2 * K) * Real.sinh (2 * dualCoupling K) = 1 ∧
    dualCoupling (dualCoupling K) = K ∧
    (dualCoupling K = K ↔ K = selfDualCoupling) := by
  constructor
  · have h : 0 < Real.sinh (2 * selfDualCoupling) := by
      rw [sinh_eq_one_iff.2 rfl]
      exact one_pos
    linarith [Real.sinh_pos_iff.1 h]
  intro K hK
  have hp := sinh_mul_sinh_dual hK
  refine ⟨dual_pos hK, hp, ?_, ?_, ?_⟩
  · -- the product relation is symmetric in the two couplings
    exact ((sinh_mul_sinh_eq_one_iff (dual_pos hK)).1 ((mul_comm _ _).trans hp)).symm
  · intro h
    rw [h] at hp
    have hs : 0 < Real.sinh (2 * K) := Real.sinh_pos_iff.2 (by linarith)
    rcases mul_self_eq_one_iff.1 hp with h1 | h1
    · exact sinh_eq_one_iff.1 h1
    · linarith
  · intro h
    have h1 := sinh_eq_one_iff.2 h
    exact ((sinh_mul_sinh_eq_one_iff hK).1 (by rw [h1, one_mul])).symm
```

The exchange of the two sides of K_s is stated as an equivalence. In each direction `nlinarith` combines a positive product with the product relation. The forward direction uses sinh 2K · (sinh 2K* − 1) > 0 to get sinh 2K < 1, and the reverse direction uses sinh 2K* · (1 − sinh 2K) > 0 to get sinh 2K* > 1.

```lean
/-- For `K > 0`, the dual coupling lies above the self-dual coupling exactly when `K` lies
below it. -/
theorem selfDual_lt_dual_iff {K : ℝ} (hK : 0 < K) :
    selfDualCoupling < dualCoupling K ↔ K < selfDualCoupling := by
  have hp := sinh_mul_sinh_dual hK
  have hc : Real.sinh (2 * selfDualCoupling) = 1 := sinh_eq_one_iff.2 rfl
  have ha : 0 < Real.sinh (2 * K) := Real.sinh_pos_iff.2 (by linarith)
  have hb : 0 < Real.sinh (2 * dualCoupling K) :=
    Real.sinh_pos_iff.2 (by linarith [dual_pos hK])
  constructor
  · intro h
    have h1 := Real.sinh_lt_sinh.2 (mul_lt_mul_of_pos_left h (two_pos : (0 : ℝ) < 2))
    rw [hc] at h1
    have h2 : Real.sinh (2 * K) < Real.sinh (2 * selfDualCoupling) := by
      rw [hc]
      nlinarith [mul_pos ha (sub_pos.2 h1)]
    linarith [Real.sinh_lt_sinh.1 h2]
  · intro h
    have h1 := Real.sinh_lt_sinh.2 (mul_lt_mul_of_pos_left h (two_pos : (0 : ℝ) < 2))
    rw [hc] at h1
    have h2 : Real.sinh (2 * selfDualCoupling) < Real.sinh (2 * dualCoupling K) := by
      rw [hc]
      nlinarith [mul_pos hb (sub_pos.2 h1)]
    linarith [Real.sinh_lt_sinh.1 h2]
```

## The singularity argument in Lean

Smoothness is expressed by `ContDiffAt ℝ n`, where n is a natural number. It means n times continuously differentiable near the given point, and n = 0 means continuous near it. The additive term in the duality relation is smooth because sinh 2K does not vanish for K > 0.

```lean
/-- The term `log sinh 2K` in the duality relation is smooth at every `K > 0`. -/
theorem contDiffAt_log_sinh (n : ℕ) {K : ℝ} (hK : 0 < K) :
    ContDiffAt ℝ n (fun x => Real.log (Real.sinh (2 * x))) K := by
  have h : ContDiff ℝ n (fun x : ℝ => Real.sinh (2 * x)) :=
    (contDiff_const.mul contDiff_id).sinh
  exact h.contDiffAt.log (Real.sinh_pos_iff.2 (by linarith)).ne'
```

In the next theorem, `hsing` says that f is singular at K₀ in this sense, and `huniq` says that every positive singular coupling equals K₀. That the Ising free energy has exactly one such point when n ≥ 2 is physical input. For n = 0 and n = 1 it has none, because its first derivative is continuous, while the second diverges at the transition.

The proof applies `huniq` to the dual of K₀ and then the fixed-point condition. It remains to show that smoothness at the dual would contradict `hsing`. The fact `hd` gives smoothness of the dual map, `hs.comp` composes it with f, and `contDiffAt_log_sinh` supplies the other term. The duality relation holds only for positive couplings, but every coupling close enough to K₀ is positive, which is what the last line uses.

```lean
/-- If `f` obeys the duality relation and `K₀` is the only positive coupling at which `f` is
not `n` times continuously differentiable, then `K₀ = (1/2) log (1 + √2)`. -/
theorem singular_point_eq_selfDual {f : ℝ → ℝ} {n : ℕ} {K₀ : ℝ} (hf : ObeysDuality f)
    (hK₀ : 0 < K₀) (hsing : ¬ ContDiffAt ℝ n f K₀)
    (huniq : ∀ K, 0 < K → ¬ ContDiffAt ℝ n f K → K = K₀) : K₀ = selfDualCoupling := by
  refine ((kramers_wannier.2 K₀ hK₀).2.2.2).1 (huniq _ (dual_pos hK₀) fun hs => hsing ?_)
  -- smoothness at the dual coupling is carried back to `K₀`
  have hd : ContDiffAt ℝ n dualCoupling K₀ := by
    have ht : ContDiffAt ℝ n (fun x => Real.sinh x / Real.cosh x) K₀ :=
      Real.contDiff_sinh.contDiffAt.div Real.contDiff_cosh.contDiffAt (Real.cosh_pos K₀).ne'
    have hl := ht.log (div_pos (Real.sinh_pos_iff.2 hK₀) (Real.cosh_pos K₀)).ne'
    simp only [← Real.tanh_eq_sinh_div_cosh] at hl
    exact contDiffAt_const.mul hl
  refine ((hs.comp K₀ hd).add (contDiffAt_log_sinh n hK₀)).congr_of_eventuallyEq ?_
  filter_upwards [lt_mem_nhds hK₀] with x hx using hf x hx
```

Uniqueness matters, as a function with two kinks shows. Write u(K) = log sinh 2K, so that u(K*) = −u(K), and set

f(K) = u/2 + |u − 1| + |u + 1|.

The last two terms together are even in u, so f(K) − f(K*) = u(K) and the duality relation holds. Since u has nonzero slope, f has kinks exactly where u = 1 and u = −1, that is, at sinh 2K = e and sinh 2K = 1/e. These two couplings are dual to each other and neither is K_s. Allowing two singular couplings is therefore already too weak a hypothesis; this example is an argument by hand and does not occur in the code.

## A function with one kink

A function with a single kink shows that the assumptions of the singularity theorem can be met for every n ≥ 1. It is u/2 + |u|, chosen for its simplicity. Like the two-kink function, it is not convex in K, whereas log Z per site is, so neither example is a physical free energy.

```lean
/-- A model function with a kink, `(1/2) log sinh 2K + |log sinh 2K|`, for `K > 0`. -/
def kinkFreeEnergy (K : ℝ) : ℝ :=
  1 / 2 * Real.log (Real.sinh (2 * K)) + |Real.log (Real.sinh (2 * K))|
```

The duality relation follows from u(K*) = −u(K), as for the two-kink function. Where u ≠ 0, the absolute value is smooth, and so is the whole function. At K_s, u vanishes with slope

u′(K_s) = 2 cosh 2K_s / sinh 2K_s = 2√2,

so |u| has one-sided slopes −2√2 and 2√2.

The Lean proof reaches the kink by contradiction. If the function were n times continuously differentiable at K_s, subtracting u/2 would leave |u| differentiable there (`hd`). Since |u| has a minimum at K_s (`hmin`), its derivative would be zero. Then |u|, and with it u, would be of smaller order than the displacement from K_s, so u would also have derivative zero (`hz`). This contradicts the positive slope computed in `hp`.

```lean
/-- The kink function obeys the duality relation, and for `n ≥ 1` the self-dual coupling is
the only positive coupling at which it is not `n` times continuously differentiable. -/
theorem singular_point_witness {n : ℕ} (hn : 1 ≤ n) : ObeysDuality kinkFreeEnergy ∧
    ∀ K, 0 < K → (¬ ContDiffAt ℝ n kinkFreeEnergy K ↔ K = selfDualCoupling) := by
  constructor
  · intro K hK
    have h : Real.log (Real.sinh (2 * dualCoupling K)) = -Real.log (Real.sinh (2 * K)) := by
      rw [← Real.log_inv, eq_inv_of_mul_eq_one_right (sinh_mul_sinh_dual hK)]
    unfold kinkFreeEnergy
    rw [h, abs_neg]
    ring
  intro K hK
  have hg := contDiffAt_log_sinh n hK
  have hs : 0 < Real.sinh (2 * K) := Real.sinh_pos_iff.2 (by linarith)
  constructor
  · intro h
    by_contra hne
    have h0 : Real.log (Real.sinh (2 * K)) ≠ 0 := fun h0 =>
      hne (sinh_eq_one_iff.1 (Real.eq_one_of_pos_of_log_eq_zero hs h0))
    exact h ((contDiffAt_const.mul hg).add (hg.abs h0))
  · intro hKc hc
    have h1 : Real.sinh (2 * K) = 1 := sinh_eq_one_iff.2 hKc
    have hn' : (1 : WithTop ℕ∞) ≤ n := by exact_mod_cast hn
    have hd : DifferentiableAt ℝ (fun x => |Real.log (Real.sinh (2 * x))|) K := by
      have h2 := ((hc.sub (contDiffAt_const (c := (1 / 2 : ℝ)).mul hg)).of_le
        hn').differentiableAt (by simp)
      refine h2.congr_of_eventuallyEq (Filter.Eventually.of_forall fun x => ?_)
      change |Real.log (Real.sinh (2 * x))| =
        (1 / 2 * Real.log (Real.sinh (2 * x)) + |Real.log (Real.sinh (2 * x))|)
          - 1 / 2 * Real.log (Real.sinh (2 * x))
      ring
    -- the absolute value has a minimum here, so its slope would vanish
    have hmin : IsLocalMin (fun x => |Real.log (Real.sinh (2 * x))|) K :=
      Filter.Eventually.of_forall fun x => by
        simp only [h1, Real.log_one, abs_zero]
        exact abs_nonneg _
    have h0 := hd.hasDerivAt
    rw [hmin.deriv_eq_zero, hasDerivAt_iff_isLittleO] at h0
    have hz : HasDerivAt (fun x => Real.log (Real.sinh (2 * x))) 0 K := by
      rw [hasDerivAt_iff_isLittleO]
      simp only [h1, Real.log_one, abs_zero, sub_zero, smul_zero] at h0 ⊢
      exact Asymptotics.isLittleO_abs_left.1 h0
    -- but `log sinh 2K` has positive slope
    have hp : HasDerivAt (fun x => Real.log (Real.sinh (2 * x)))
        (Real.cosh (2 * K) * (2 * 1) / Real.sinh (2 * K)) K :=
      (((hasDerivAt_id' K).const_mul 2).sinh).log hs.ne'
    have he := hz.unique hp
    rw [h1] at he
    linarith [Real.cosh_pos (2 * K)]

end

end KramersWannier
```

```lean
#print axioms KramersWannier.kramers_wannier
-- 'KramersWannier.kramers_wannier' depends on axioms: [propext, Classical.choice, Quot.sound]
#print axioms KramersWannier.selfDual_lt_dual_iff
-- 'KramersWannier.selfDual_lt_dual_iff' depends on axioms: [propext, Classical.choice, Quot.sound]
#print axioms KramersWannier.singular_point_eq_selfDual
-- 'KramersWannier.singular_point_eq_selfDual' depends on axioms: [propext, Classical.choice, Quot.sound]
```
